# A nonzero one-down spin state missing a determinant is an $S^2$ eigenvector exactly when its coefficients sum to zero

## Spins and amplitudes

Take $N$ spins one-half labelled by a finite set $\iota$, with $\hbar=1$. A configuration is fixed by the set $D\subseteq\iota$ of spins that point down, and a state $\psi$ assigns a complex amplitude $\psi(D)$ to every such set. This is the full $2^N$-dimensional spin space. The total spin operators are

$$(S_+\psi)(D)=\sum_{i\notin D}\psi(D\cup\{i\}),\qquad (S_-\psi)(D)=\sum_{j\in D}\psi(D\setminus\{j\}),$$

$$(S_z\psi)(D)=\left(\tfrac N2-|D|\right)\psi(D),$$

with $S_x=(S_++S_-)/2$, $S_y=(S_+-S_-)/(2i)$ and $S^2=S_x^2+S_y^2+S_z^2$; in the formula for $S_y$, $i$ is the imaginary unit.

In electronic structure, each label stands for a singly occupied spatial orbital and each $D$ for a Slater determinant. The spatial orbitals are taken to be orthonormal and the same for both spins. If the orbitals are kept in one fixed order in all determinants, the ladder operators carry no extra signs. Another ordering can change the signs of coefficients, and with them the meaning of "sum to zero".

A one-down state has amplitude $c_i$ on the determinant $\{i\}$ and zero on all others. Write it $\Psi_c$, and let $s=\sum_i c_i$.

## The statement and its Lean form

On one-down states, $S^2$ acts on the coefficients as the matrix

$$M=\tfrac N2\left(\tfrac N2-1\right)\mathbf 1+J,$$

where every entry of $J$ is 1. If $c\neq0$ and $c_k=0$ for some $k$, then $\Psi_c$ is an eigenvector of $S^2$ if and only if $s=0$.

In Lean, `SpinState ι` is the type of amplitude functions, `spinSq ι` is $S^2$ on the full space, `oneDown c` is $\Psi_c$ and `spinSqMatrix ι` is $M$. The number $N$ is `Fintype.card ι`. The matrix form is `spinSq_oneDown`, valid for every finite `ι`. The equivalence is `eigenvector_iff_sum_eq_zero`, whose hypotheses `hc : c ≠ 0` and `hk : c k = 0` already force $N\ge2$. Its left side says that some complex `μ` makes `oneDown c` an eigenvector of the full operator, and Mathlib's `HasEigenvector` includes the requirement that the vector be nonzero.

The model contains spin only: there is no Hamiltonian, and the identification of configurations with Slater determinants is the physical reading given above. The theorem does not cover states with more than one down spin.

## From ladder operators to the matrix

Lowering and then raising gives

$$(S_+S_-\psi)(D)=\sum_{i\notin D}\ \sum_{j\in D\cup\{i\}}\psi\big((D\cup\{i\})\setminus\{j\}\big).$$

The terms with $j=i$ return $\psi(D)$, once for each of the $N-|D|$ up spins. The others form the exchange sum

$$X=\sum_{i\notin D}\sum_{j\in D}\psi\big((D\setminus\{j\})\cup\{i\}\big).$$

In the opposite order the diagonal terms number $|D|$ and the exchange sum is the same, so

$$(S_+S_-\psi)(D)=(N-|D|)\psi(D)+X,\qquad (S_-S_+\psi)(D)=|D|\,\psi(D)+X.$$

The difference is $(N-2|D|)\psi(D)$, which means $S_+S_-=S_-S_++2S_z$. Therefore

$$S_x^2+S_y^2=\tfrac14\left[(S_++S_-)^2-(S_+-S_-)^2\right]=\tfrac12(S_+S_-+S_-S_+)=S_-S_++S_z,$$

and $S^2=S_-S_++S_z^2+S_z$.

Now apply this to $\Psi_c$. Raising turns the only down spin up, so $S_+\Psi_c$ is $s$ times the all-up state. Lowering that state puts amplitude $s$ on every one-down determinant. The remaining terms multiply by $m^2+m=m(m+1)$ with $m=N/2-1$, which is $\tfrac N2(\tfrac N2-1)$. The new coefficients are

$$(Mc)_i=\tfrac N2\left(\tfrac N2-1\right)c_i+s.$$

## Reading the missing coefficient

Suppose $S^2\Psi_c=\mu\Psi_c$. At the missing determinant $k$, this equation says

$$\tfrac N2\left(\tfrac N2-1\right)\cdot0+s=\mu\cdot0,$$

so $s=0$. Conversely, if $s=0$, then $Mc=\tfrac N2(\tfrac N2-1)c$, and since $c\ne0$, $\Psi_c$ is an eigenvector. Its eigenvalue is $S(S+1)$ with $S=N/2-1$.

The equivalence can fail when no coefficient is zero: for $N\ge1$ the equal-weight state has $s=N\neq0$ and is still an eigenvector, with eigenvalue $\tfrac N2(\tfrac N2+1)$, that is, $S=N/2$.

The size of the contamination follows from

$$c^\dagger Mc=\tfrac N2\left(\tfrac N2-1\right)c^\dagger c+|s|^2.$$

For $N\ge2$, normalised $c$ and orthonormal determinants, $\langle S^2\rangle$ exceeds the value for $S=N/2-1$ by exactly $|s|^2$.

This bears on excited states built from a restricted open-shell doublet determinant with one unpaired electron, whose spin is up. Moving an electron from a doubly occupied orbital $q$ to an empty orbital $p$ gives a spatial configuration with three singly occupied orbitals and one down spin. Spin-conserving single excitations reach only two of its three determinants, so a combination of those two is spin-pure only if their coefficients, taken in the fixed orbital order, cancel. If the two determinants are instead written as $a^\dagger_{p\uparrow}a_{q\uparrow}$ and $a^\dagger_{p\downarrow}a_{q\downarrow}$ acting on the reference, their relative sign changes and the condition becomes that the two amplitudes are equal.

## Two spins, then three

For $N=2$ the factor $\tfrac N2(\tfrac N2-1)$ vanishes and $M=J$. A nonzero vector with a missing determinant has a single nonzero coefficient, so its sum is never zero: a single determinant with two singly occupied orbitals, one spin up and the other down, such as $\downarrow\uparrow$, is never an $S^2$ eigenvector. When normalised it has $\langle S^2\rangle=1$, halfway between singlet and triplet.

At $N=3$ both outcomes occur. The normalised vector $(1,0,-1)/\sqrt2$ has zero sum and is a doublet with eigenvalue $3/4$. The vector $(1,0,1)/\sqrt2$ has $|s|^2=2$, hence $\langle S^2\rangle=11/4$, and is not an eigenvector.

## The Lean file

```lean
import Mathlib

open Matrix

namespace SpinContamination

noncomputable section

/-- A state of spins one-half labelled by `ι`: an amplitude for each set of down spins. -/
abbrev SpinState (ι : Type*) := Finset ι → ℂ

variable (ι : Type*) [Fintype ι] [DecidableEq ι]

/-- The total raising operator `S₊`: the amplitude of `D` collects the amplitudes of all
configurations obtained from `D` by turning one up spin down. -/
def raising : Module.End ℂ (SpinState ι) where
  toFun ψ := fun D => ∑ i ∈ Dᶜ, ψ (insert i D)
  map_add' ψ φ := by
    ext D
    simp [Finset.sum_add_distrib]
  map_smul' a ψ := by
    ext D
    simp [Finset.mul_sum]

/-- The total lowering operator `S₋`: the amplitude of `D` collects the amplitudes of all
configurations with one down spin of `D` turned up. -/
def lowering : Module.End ℂ (SpinState ι) where
  toFun ψ := fun D => ∑ i ∈ D, ψ (D.erase i)
  map_add' ψ φ := by
    ext D
    simp [Finset.sum_add_distrib]
  map_smul' a ψ := by
    ext D
    simp [Finset.mul_sum]

/-- The total `S_z`, with value `N/2` minus the number of down spins. -/
def spinZ : Module.End ℂ (SpinState ι) where
  toFun ψ := fun D => ((Fintype.card ι : ℂ) / 2 - (D.card : ℂ)) * ψ D
  map_add' ψ φ := by
    ext D
    simp only [Pi.add_apply]
    ring
  map_smul' a ψ := by
    ext D
    simp only [Pi.smul_apply, smul_eq_mul, RingHom.id_apply]
    ring

/-- The total `S_x = (S₊ + S₋)/2`. -/
def spinX : Module.End ℂ (SpinState ι) := (1 / 2 : ℂ) • (raising ι + lowering ι)

/-- The total `S_y = (S₊ - S₋)/(2i)`. -/
def spinY : Module.End ℂ (SpinState ι) :=
  (-(Complex.I / 2)) • (raising ι - lowering ι)

/-- The total spin operator `S² = S_x² + S_y² + S_z²`. -/
def spinSq : Module.End ℂ (SpinState ι) :=
  spinX ι * spinX ι + spinY ι * spinY ι + spinZ ι * spinZ ι

/-- The matrix `(N/2)(N/2 - 1)` times the identity, plus the all-ones matrix. -/
def spinSqMatrix : Matrix ι ι ℂ :=
  ((Fintype.card ι : ℂ) / 2 * ((Fintype.card ι : ℂ) / 2 - 1)) • (1 : Matrix ι ι ℂ)
    + Matrix.of fun _ _ => 1

variable {ι}

/-- The state with exactly one down spin in which the determinant with spin `i` down has
coefficient `c i`. -/
def oneDown (c : ι → ℂ) : SpinState ι := fun D => ∑ i, if D = {i} then c i else 0

variable (ι) in
/-- The ladder operators obey `S₊S₋ = S₋S₊ + 2S_z`. -/
theorem raising_mul_lowering :
    raising ι * lowering ι = lowering ι * raising ι + (2 : ℂ) • spinZ ι := by
  refine LinearMap.ext fun ψ => funext fun D => ?_
  -- flipping the same spin twice gives the diagonal part
  have h1 : (raising ι * lowering ι) ψ D = (Dᶜ.card : ℂ) * ψ D
      + ∑ i ∈ Dᶜ, ∑ j ∈ D, ψ (insert i (D.erase j)) := by
    change ∑ i ∈ Dᶜ, ∑ j ∈ insert i D, ψ ((insert i D).erase j) = _
    rw [← nsmul_eq_mul, ← Finset.sum_const, ← Finset.sum_add_distrib]
    refine Finset.sum_congr rfl fun i hi => ?_
    have hi' : i ∉ D := Finset.mem_compl.mp hi
    rw [Finset.sum_insert hi', Finset.erase_insert hi']
    congr 1
    refine Finset.sum_congr rfl fun j hj => ?_
    rw [Finset.erase_insert_of_ne (by rintro rfl; exact hi' hj)]
  have h2 : (lowering ι * raising ι) ψ D = (D.card : ℂ) * ψ D
      + ∑ j ∈ D, ∑ i ∈ Dᶜ, ψ (insert i (D.erase j)) := by
    change ∑ j ∈ D, ∑ i ∈ (D.erase j)ᶜ, ψ (insert i (D.erase j)) = _
    rw [← nsmul_eq_mul, ← Finset.sum_const, ← Finset.sum_add_distrib]
    refine Finset.sum_congr rfl fun j hj => ?_
    rw [Finset.compl_erase, Finset.sum_insert (by simp [hj]), Finset.insert_erase hj]
  have hs : ∑ i ∈ Dᶜ, ∑ j ∈ D, ψ (insert i (D.erase j))
      = ∑ j ∈ D, ∑ i ∈ Dᶜ, ψ (insert i (D.erase j)) := Finset.sum_comm
  have hc : (Dᶜ.card : ℂ) = (Fintype.card ι : ℂ) - (D.card : ℂ) := by
    rw [Finset.card_compl, Nat.cast_sub (Finset.card_le_univ D)]
  change (raising ι * lowering ι) ψ D = (lowering ι * raising ι) ψ D
    + 2 * (((Fintype.card ι : ℂ) / 2 - (D.card : ℂ)) * ψ D)
  rw [h1, h2, hc, hs]
  ring

variable (ι) in
/-- The total spin in ladder form: `S² = S₋S₊ + S_z² + S_z`. -/
theorem spinSq_eq_ladder :
    spinSq ι = lowering ι * raising ι + spinZ ι * spinZ ι + spinZ ι := by
  have h2 : (1 / 2 : ℂ) * (1 / 2) = 1 / 4 := by norm_num
  have hI : (-(Complex.I / 2)) * (-(Complex.I / 2)) = -1 / 4 := by
    linear_combination (1 / 4 : ℂ) * Complex.I_sq
  rw [spinSq, spinX, spinY, smul_mul_smul_comm, smul_mul_smul_comm, h2, hI]
  simp only [add_mul, mul_add, sub_mul, mul_sub]
  rw [raising_mul_lowering]
  module

/-- In the state `oneDown c`, the determinant with only spin `k` down has amplitude `c k`. -/
theorem oneDown_singleton (c : ι → ℂ) (k : ι) : oneDown c {k} = c k := by
  simp [oneDown]

/-- The matrix of `spinSqMatrix` multiplies each coefficient by `(N/2)(N/2 - 1)` and adds
the sum of all coefficients. -/
theorem spinSqMatrix_mulVec (c : ι → ℂ) (i : ι) :
    (spinSqMatrix ι *ᵥ c) i =
      (Fintype.card ι : ℂ) / 2 * ((Fintype.card ι : ℂ) / 2 - 1) * c i + ∑ j, c j := by
  simp only [spinSqMatrix, Matrix.mulVec, dotProduct, Matrix.add_apply, Matrix.smul_apply,
    Matrix.one_apply, Matrix.of_apply, smul_eq_mul, add_mul, Finset.sum_add_distrib, one_mul,
    mul_ite, mul_one, mul_zero, ite_mul, zero_mul, Finset.sum_ite_eq, Finset.mem_univ,
    ↓reduceIte]

/-- On states with exactly one down spin, `S²` acts on the determinant coefficients as
`(N/2)(N/2 - 1)` times the identity plus the all-ones matrix. -/
theorem spinSq_oneDown (c : ι → ℂ) :
    spinSq ι (oneDown c) = oneDown (spinSqMatrix ι *ᵥ c) := by
  -- raising leads to the all-up configuration only
  have hr : raising ι (oneDown c) = fun D => if D = ∅ then ∑ j, c j else 0 := by
    funext D
    change ∑ i ∈ Dᶜ, oneDown c (insert i D) = _
    by_cases hD : D = ∅
    · subst hD
      simp [oneDown_singleton]
    · rw [if_neg hD]
      refine Finset.sum_eq_zero fun i hi => Finset.sum_eq_zero fun j _ => if_neg fun e => hD ?_
      have h := Finset.card_insert_of_notMem (Finset.mem_compl.mp hi)
      rw [e, Finset.card_singleton] at h
      exact Finset.card_eq_zero.mp (by omega)
  rw [spinSq_eq_ladder]
  funext D
  change lowering ι (raising ι (oneDown c)) D
    + ((Fintype.card ι : ℂ) / 2 - (D.card : ℂ))
      * (((Fintype.card ι : ℂ) / 2 - (D.card : ℂ)) * oneDown c D)
    + ((Fintype.card ι : ℂ) / 2 - (D.card : ℂ)) * oneDown c D = _
  rw [hr]
  change (∑ i ∈ D, if D.erase i = ∅ then ∑ j, c j else 0) + _ + _ = _
  by_cases h : ∃ k, D = {k}
  · obtain ⟨k, rfl⟩ := h
    rw [oneDown_singleton, oneDown_singleton, spinSqMatrix_mulVec, Finset.sum_singleton,
      if_pos (by simp), Finset.card_singleton]
    push_cast
    ring
  · have h0 : ∀ d : ι → ℂ, oneDown d D = 0 := fun d =>
      Finset.sum_eq_zero fun i _ => if_neg fun e => h ⟨i, e⟩
    have h1 : (∑ i ∈ D, if D.erase i = ∅ then ∑ j, c j else 0) = 0 :=
      Finset.sum_eq_zero fun i hi => if_neg fun he =>
        h ⟨i, (Finset.insert_erase hi).symm.trans (by rw [he, insert_empty_eq])⟩
    rw [h0, h0, h1]
    ring

/-- A nonzero eigenvector of the matrix gives an eigenvector of `S²` with the same
eigenvalue. -/
theorem hasEigenvector_oneDown {c : ι → ℂ} {μ : ℂ} (hc : c ≠ 0)
    (h : spinSqMatrix ι *ᵥ c = μ • c) :
    Module.End.HasEigenvector (spinSq ι) μ (oneDown c) := by
  refine ⟨Module.End.mem_eigenspace_iff.mpr ?_, fun h0 => hc ?_⟩
  · rw [spinSq_oneDown, h]
    funext D
    simp [oneDown, Finset.mul_sum]
  · funext i
    exact (oneDown_singleton c i).symm.trans (congrFun h0 {i})

/-- A nonzero one-down state whose coefficients sum to zero is an eigenvector of `S²` with
eigenvalue `(N/2)(N/2 - 1)`. -/
theorem hasEigenvector_of_sum_eq_zero {c : ι → ℂ} (hc : c ≠ 0) (hs : ∑ i, c i = 0) :
    Module.End.HasEigenvector (spinSq ι)
      ((Fintype.card ι : ℂ) / 2 * ((Fintype.card ι : ℂ) / 2 - 1)) (oneDown c) := by
  refine hasEigenvector_oneDown hc (funext fun i => ?_)
  rw [spinSqMatrix_mulVec, hs, add_zero, Pi.smul_apply, smul_eq_mul]

/-- A nonzero one-down state that misses at least one determinant is an eigenvector of `S²`
if and only if its coefficients sum to zero. -/
theorem eigenvector_iff_sum_eq_zero {c : ι → ℂ} (hc : c ≠ 0) {k : ι} (hk : c k = 0) :
    (∃ μ : ℂ, Module.End.HasEigenvector (spinSq ι) μ (oneDown c)) ↔ ∑ i, c i = 0 := by
  constructor
  · rintro ⟨μ, h⟩
    -- read the eigenvalue equation at the missing determinant
    have e := congrFun h.apply_eq_smul {k}
    rw [spinSq_oneDown, oneDown_singleton, spinSqMatrix_mulVec, hk, Pi.smul_apply,
      oneDown_singleton, hk] at e
    simpa using e
  · exact fun hs => ⟨_, hasEigenvector_of_sum_eq_zero hc hs⟩

/-- For at least one spin, the equal-weight sum of all one-down determinants is an
eigenvector of `S²` with eigenvalue `(N/2)(N/2 + 1)`. -/
theorem hasEigenvector_equal_weights [Nonempty ι] :
    Module.End.HasEigenvector (spinSq ι)
      ((Fintype.card ι : ℂ) / 2 * ((Fintype.card ι : ℂ) / 2 + 1))
      (oneDown fun _ : ι => (1 : ℂ)) := by
  refine hasEigenvector_oneDown
    (fun h => one_ne_zero (congrFun h (Classical.arbitrary ι))) (funext fun i => ?_)
  rw [spinSqMatrix_mulVec, Pi.smul_apply, smul_eq_mul, Finset.sum_const, Finset.card_univ,
    nsmul_eq_mul]
  ring

/-- The quadratic form of the `S²` matrix is `(N/2)(N/2 - 1)` times the squared norm of the
coefficients, plus the squared modulus of their sum. -/
theorem spinSq_quadratic_form (c : ι → ℂ) :
    star c ⬝ᵥ (spinSqMatrix ι *ᵥ c) =
      (Fintype.card ι : ℂ) / 2 * ((Fintype.card ι : ℂ) / 2 - 1) * (star c ⬝ᵥ c)
        + (Complex.normSq (∑ i, c i) : ℂ) := by
  have key : ∀ a s : ℂ, ∑ i, star (c i) * (a * c i + s)
      = a * ∑ i, star (c i) * c i + (∑ i, star (c i)) * s := by
    intro a s
    rw [Finset.mul_sum, Finset.sum_mul, ← Finset.sum_add_distrib]
    exact Finset.sum_congr rfl fun i _ => by ring
  rw [Complex.normSq_eq_conj_mul_self, map_sum]
  simp only [dotProduct, Pi.star_apply, spinSqMatrix_mulVec]
  exact key _ _

end

end SpinContamination
```

```lean
#print axioms SpinContamination.eigenvector_iff_sum_eq_zero
-- 'SpinContamination.eigenvector_iff_sum_eq_zero' depends on axioms: [propext, Classical.choice, Quot.sound]
#print axioms SpinContamination.hasEigenvector_equal_weights
-- 'SpinContamination.hasEigenvector_equal_weights' depends on axioms: [propext, Classical.choice, Quot.sound]
#print axioms SpinContamination.spinSq_quadratic_form
-- 'SpinContamination.spinSq_quadratic_form' depends on axioms: [propext, Classical.choice, Quot.sound]
```

## From the operators to the equivalence

`raising_mul_lowering` compares both operator products at an arbitrary `D`. Its steps `h1` and `h2` separate the diagonal part from the exchange sum, `hs` interchanges the two summations, and `hc` counts the up spins. `spinSq_eq_ladder` then expands the squares, substitutes this relation for $S_+S_-$, and leaves the linear bookkeeping to `module`.

In `spinSq_oneDown`, the step `hr` shows that raising leaves only the all-up amplitude. The proof then splits on whether `D` is a singleton. If it is, `oneDown_singleton` and `spinSqMatrix_mulVec` reduce the claim to the formula for $(Mc)_i$, which `ring` confirms. If it is not, every term vanishes: one-down states have zero amplitude at `D`, and removing one element from `D` can give the empty set only when `D` is a singleton.

`hasEigenvector_oneDown` carries an eigenvector of the matrix over to the full space. `hasEigenvector_of_sum_eq_zero` uses it for the converse direction and supplies the eigenvalue, and `hasEigenvector_equal_weights` uses it for the equal-weight state. `spinSq_quadratic_form` is the identity for $c^\dagger Mc$, stated for unnormalised coefficients.

## Evaluating an equation of states with `congrFun`

The forward direction of the equivalence rests on one line:

`have e := congrFun h.apply_eq_smul {k}`

Here `h.apply_eq_smul` is the eigenvalue equation, an equality between two states. Since a `SpinState` is a function on sets of down spins, `congrFun` can evaluate both sides at the same argument, and the argument `{k}` selects the missing determinant. The result is a scalar equation. Rewriting with the matrix formula and `hk` puts zero in place of `c k` on both sides, and `simpa` drops the vanishing terms, which leaves the statement that the sum is zero.

The same device shows in `hasEigenvector_oneDown` that the embedded state is nonzero: if it were zero, evaluation at each `{i}` would give `c i = 0`, contradicting `hc`.
